# Field-free kinetic balance loses the diamagnetic energy outside its small-component space; magnetic balance loses none

Suppose a four-component calculation in a magnetic field uses the small-component basis that kinetic balance gives without the field. To leading order in the inverse speed of light, the kinetic energy of a given large component can then come out too low. Its zero-field value and the term linear in the field are correct, so the fault first appears at second order, in the diamagnetic energy. The error is proportional to the squared norm of a vector that the basis can't represent.

## Kinetic energy in a finite small-component basis

Let \(\psi\) be the large component of a one-electron Dirac spinor and \(\chi\) the small one. Take a vector potential \(b\,\mathbf a(\mathbf r)\) of fixed shape and real strength \(b\), with the charge absorbed in \(\mathbf a\) and \(\hbar=1\). The operator that couples the two components is

\[
P=\boldsymbol\sigma\cdot(\mathbf p+b\,\mathbf a)=D+bA,\qquad D=\boldsymbol\sigma\cdot\mathbf p,\quad A=\boldsymbol\sigma\cdot\mathbf a .
\]

Here \(A\) is the coupling operator, not the vector potential that textbooks denote by this letter.

Let \(c\) be the speed of light and \(m\) the electron mass, and measure energies from the rest energy \(mc^2\). To leading order in \(1/c\), the part of the energy that contains \(\chi\) is

\[
2c\,\mathrm{Re}\langle\chi,P\psi\rangle-2mc^2\|\chi\|^2 .
\]

If \(\chi\) is confined to a basis space \(W\) with orthogonal projection \(Q\), this is stationary at \(\chi=QP\psi/(2mc)\), and its value there is \(\|QP\psi\|^2/(2m)\). With no confinement the value is \(\|P\psi\|^2/(2m)\), the exact non-relativistic kinetic energy, including the spin term. From here on \(2m=1\).

Let \(L\) be the space spanned by the large-component basis. Field-free kinetic balance chooses \(W=D(L)\). Magnetic balance chooses \(W=P(L)\), which can change with \(b\).

## The loss under the two balance conditions

For every \(\psi\) in a finite-dimensional \(L\), with \(Q\) the projection onto \(D(L)\), field-free kinetic balance gives

\[
\|P\psi\|^2-\|QP\psi\|^2=b^2\,\|A\psi-QA\psi\|^2 ,
\]

and with the projection onto \(P(L)\) in place of \(Q\) the left-hand side is zero. This is `kinetic_versus_magnetic_balance`. The first half follows from `diamagnetic_loss`, which holds for any admissible \(W\) that contains \(D\psi\).

The Lean objects correspond to the physics as follows.

- `V` is a complex vector space of large components. It carries no norm, so `D` and `A` need only be linear, and differential operators on smooth, rapidly decaying spinors fit.
- `E` is the complex inner-product space in which \(D\psi\), \(A\psi\) and the small components lie.
- `fieldMomentum D A b` is \(P\). The real number `b` is cast to a complex scalar.
- `exactEnergy` is \(\|P\psi\|^2\), and `representedEnergy` is \(\|QP\psi\|^2\), with \(Q\) written `W.starProjection`.
- `L.map D` is \(D(L)\), and `L.map (fieldMomentum D A b)` is \(P(L)\).
- `W.HasOrthogonalProjection` says that the projection onto `W` exists. Every finite-dimensional `W` satisfies it.
- `hD : D ψ ∈ W` is the kinetic-balance condition: the basis contains the small component that \(\psi\) needs when the field is off.

The energies are not divided by the norm of \(\psi\). For an expectation value, both sides are divided by \(\|\psi\|^2\), taken in the space of large components.

The step from this model to a four-component calculation is the elimination of \(\chi\) above. The file takes \(\|QP\psi\|^2\) as a definition, whereas the full Dirac equation also has the potential and the orbital energy in the small-component block. The comparison is made at fixed \(\psi\), so the loss is not a difference between two optimised energies.

## Only the residual of \(A\psi\) survives

For any \(v\) in `E`, the vectors \(Qv\) and \(v-Qv\) are orthogonal and add up to \(v\). By Pythagoras,

\[
\|v\|^2-\|Qv\|^2=\|v-Qv\|^2 .
\]

Put \(v=P\psi=D\psi+bA\psi\). If \(D\psi\) lies in \(W\), then \(QD\psi=D\psi\), and

\[
P\psi-QP\psi=(D\psi-QD\psi)+b\,(A\psi-QA\psi)=b\,(A\psi-QA\psi).
\]

Taking the squared norm gives the loss \(b^2\|A\psi-QA\psi\|^2\). For \(W=D(L)\) the condition holds because \(\psi\) is in \(L\).

For \(W=P(L)\) the vector \(P\psi\) is itself in \(W\), so \(QP\psi=P\psi\) and nothing is lost.

## The error order by order in the field

Expanding the square gives

\[
\|P\psi\|^2=\|D\psi\|^2+2b\,\mathrm{Re}\langle D\psi,A\psi\rangle+b^2\|A\psi\|^2 .
\]

Pythagoras for \(A\psi\) turns the loss into \(b^2\|A\psi\|^2-b^2\|QA\psi\|^2\). Subtracting it leaves, for any \(W\) that contains \(D\psi\),

\[
\|QP\psi\|^2=\|D\psi\|^2+2b\,\mathrm{Re}\langle D\psi,A\psi\rangle+b^2\|QA\psi\|^2 .
\]

The first two terms are exact, and only the diamagnetic coefficient is projected. This bears on magnetizabilities from four-component calculations, within a model of one electron, a fixed large component and leading-order kinetic energy.

Two special cases follow.

- If \(W=D(L)+A(L)\), then \(QA\psi=A\psi\) for every \(\psi\) in \(L\), and the energy is exact at every \(b\). This space depends on the shape of the vector potential but not on its strength \(b\), and its dimension is at most twice that of \(L\).
- If \(A\psi\) is orthogonal to \(W\), then \(QA\psi=0\) and the whole diamagnetic term \(b^2\|A\psi\|^2\) is lost.

## A spin-up plane wave with numbers

For a plane wave along \(z\) with wave number \(k\) and a constant \(\mathbf a\), the common factor \(e^{ikz}\) can be dropped and only the spin part remains. Take \(\psi=(1,0)\), \(L\) its span, \(k=3\), \(\mathbf a=(1,0,2)\) and \(b=\tfrac12\). Then \(D=3\sigma_z\) and \(A=\sigma_x+2\sigma_z\), so

\[
D\psi=(3,0),\qquad A\psi=(2,1),\qquad P\psi=(4,\tfrac12).
\]

The exact energy is \(16+\tfrac14=16.25\). Field-free balance spans only \((1,0)\), so it represents \((4,0)\) and gives \(16\). The loss is \(0.25\), which is \(b^2\|(0,1)\|^2\). Term by term, the exact energy is \(9+6+1.25\) and the represented one is \(9+6+1\). Magnetic balance spans \((4,\tfrac12)\) and gives \(16.25\).

The file contains the simpler case \(\mathbf a=(1,0,0)\), with \(D=k\sigma_z\) and \(A=\sigma_x\). There \(A\psi=(0,1)\) is orthogonal to the balanced space, and the loss is \(b^2\) for every real \(k\), including \(k=0\). A constant vector potential carries no magnetic field, so \(b\) measures the potential in these examples. They show what the basis fails to represent, not the response to a physical field. The loss also depends on \(L\) holding only one spin direction. With both directions in \(L\) and \(k\neq0\), the space \(D(L)\) is the whole spin space and nothing is lost.

## The Lean file

```lean
import Mathlib

open Matrix

namespace MagneticBalance

noncomputable section

variable {V E : Type*} [AddCommGroup V] [Module ℂ V]
  [NormedAddCommGroup E] [InnerProductSpace ℂ E]

/-- The operator `D + b A` that couples the large and small components: `D` is the field-free part,
`A` the coupling to a vector potential of fixed shape, and `b` the strength of that potential. -/
def fieldMomentum (D A : V →ₗ[ℂ] E) (b : ℝ) : V →ₗ[ℂ] E := D + (b : ℂ) • A

/-- The exact kinetic energy `‖P ψ‖²` of a large component `ψ`, in units with `2m = 1`. -/
def exactEnergy (P : V →ₗ[ℂ] E) (ψ : V) : ℝ := ‖P ψ‖ ^ 2

/-- The kinetic energy `‖Q P ψ‖²` that survives when `P ψ` is projected orthogonally onto the
small-component space `W`, in units with `2m = 1`. -/
def representedEnergy (W : Submodule ℂ E) [W.HasOrthogonalProjection]
    (P : V →ₗ[ℂ] E) (ψ : V) : ℝ := ‖W.starProjection (P ψ)‖ ^ 2

/-- The squared norm lost by orthogonal projection is the squared norm of the residual. -/
theorem norm_sq_sub_projection (W : Submodule ℂ E) [W.HasOrthogonalProjection] (v : E) :
    ‖v‖ ^ 2 - ‖W.starProjection v‖ ^ 2 = ‖v - W.starProjection v‖ ^ 2 := by
  have horth : inner ℂ (W.starProjection v) (v - W.starProjection v) = 0 :=
    Submodule.inner_right_of_mem_orthogonal (W.starProjection_apply_mem v)
      (W.sub_starProjection_mem_orthogonal v)
  have h := norm_add_sq (𝕜 := ℂ) (W.starProjection v) (v - W.starProjection v)
  rw [horth, add_sub_cancel, map_zero] at h
  linarith

/-- If the small-component space contains the field-free function `D ψ`, the kinetic energy
lost in the field is `b²` times the squared norm of the part of `A ψ` outside that space. -/
theorem diamagnetic_loss (W : Submodule ℂ E) [W.HasOrthogonalProjection]
    (D A : V →ₗ[ℂ] E) (b : ℝ) {ψ : V} (hD : D ψ ∈ W) :
    exactEnergy (fieldMomentum D A b) ψ - representedEnergy W (fieldMomentum D A b) ψ
      = b ^ 2 * ‖A ψ - W.starProjection (A ψ)‖ ^ 2 := by
  have hP : fieldMomentum D A b ψ = D ψ + (b : ℂ) • A ψ := rfl
  -- the field-free part is represented exactly and drops out of the residual
  have hres : fieldMomentum D A b ψ - W.starProjection (fieldMomentum D A b ψ)
      = (b : ℂ) • (A ψ - W.starProjection (A ψ)) := by
    rw [hP, map_add, map_smul, Submodule.starProjection_eq_self_iff.2 hD]
    module
  unfold exactEnergy representedEnergy
  rw [norm_sq_sub_projection, hres, norm_smul, mul_pow, Complex.norm_real,
    Real.norm_eq_abs, sq_abs]

/-- For every `ψ` in a finite-dimensional large-component space `L`, field-free kinetic balance
loses the energy `b² ‖A ψ - Q A ψ‖²`, with `Q` the projection onto `D(L)`, while magnetic
balance, with small-component space `(D + b A)(L)`, loses none. -/
theorem kinetic_versus_magnetic_balance (L : Submodule ℂ V) [FiniteDimensional ℂ L]
    (D A : V →ₗ[ℂ] E) (b : ℝ) {ψ : V} (hψ : ψ ∈ L) :
    exactEnergy (fieldMomentum D A b) ψ
        - representedEnergy (L.map D) (fieldMomentum D A b) ψ
      = b ^ 2 * ‖A ψ - (L.map D).starProjection (A ψ)‖ ^ 2 ∧
    exactEnergy (fieldMomentum D A b) ψ
        - representedEnergy (L.map (fieldMomentum D A b)) (fieldMomentum D A b) ψ = 0 := by
  refine ⟨diamagnetic_loss _ D A b (Submodule.mem_map_of_mem hψ), ?_⟩
  unfold exactEnergy representedEnergy
  rw [Submodule.starProjection_eq_self_iff.2 (Submodule.mem_map_of_mem hψ), sub_self]

/-- The exact kinetic energy is quadratic in the field strength, with a linear term
`2 b Re ⟨D ψ, A ψ⟩` and a diamagnetic coefficient `‖A ψ‖²`. -/
theorem exactEnergy_expansion (D A : V →ₗ[ℂ] E) (b : ℝ) (ψ : V) :
    exactEnergy (fieldMomentum D A b) ψ
      = ‖D ψ‖ ^ 2 + 2 * b * (inner ℂ (D ψ) (A ψ)).re + b ^ 2 * ‖A ψ‖ ^ 2 := by
  have hP : fieldMomentum D A b ψ = D ψ + (b : ℂ) • A ψ := rfl
  have hb : ‖(b : ℂ)‖ ^ 2 = b ^ 2 := by
    rw [Complex.norm_real, Real.norm_eq_abs, sq_abs]
  have hr : RCLike.re ((b : ℂ) * inner ℂ (D ψ) (A ψ)) = b * (inner ℂ (D ψ) (A ψ)).re := by
    simp
  unfold exactEnergy
  rw [hP, norm_add_sq (𝕜 := ℂ), inner_smul_right, norm_smul, mul_pow, hb, hr]
  ring

/-- If the small-component space contains `D ψ`, the represented energy has the exact
field-free and linear terms, and its diamagnetic coefficient is `‖Q A ψ‖²`. -/
theorem representedEnergy_expansion (W : Submodule ℂ E) [W.HasOrthogonalProjection]
    (D A : V →ₗ[ℂ] E) (b : ℝ) {ψ : V} (hD : D ψ ∈ W) :
    representedEnergy W (fieldMomentum D A b) ψ
      = ‖D ψ‖ ^ 2 + 2 * b * (inner ℂ (D ψ) (A ψ)).re
        + b ^ 2 * ‖W.starProjection (A ψ)‖ ^ 2 := by
  have hloss := diamagnetic_loss W D A b hD
  rw [← norm_sq_sub_projection, exactEnergy_expansion] at hloss
  linarith

/-- The small-component space `D(L) + A(L)`, the same for every `b`, represents the kinetic energy
of every `ψ` in the finite-dimensional space `L` exactly, at every field strength. -/
theorem augmented_balance_exact (L : Submodule ℂ V) [FiniteDimensional ℂ L]
    (D A : V →ₗ[ℂ] E) {ψ : V} (hψ : ψ ∈ L) (b : ℝ) :
    representedEnergy (L.map D ⊔ L.map A) (fieldMomentum D A b) ψ
      = exactEnergy (fieldMomentum D A b) ψ := by
  have hD : D ψ ∈ L.map D ⊔ L.map A :=
    Submodule.mem_sup_left (Submodule.mem_map_of_mem hψ)
  have hA : A ψ ∈ L.map D ⊔ L.map A :=
    Submodule.mem_sup_right (Submodule.mem_map_of_mem hψ)
  rw [representedEnergy_expansion _ D A b hD, exactEnergy_expansion,
    Submodule.starProjection_eq_self_iff.2 hA]

/-- If the small-component space contains `D ψ` and is orthogonal to `A ψ`, the whole
diamagnetic energy `b² ‖A ψ‖²` is lost. -/
theorem total_diamagnetic_loss (W : Submodule ℂ E) [W.HasOrthogonalProjection]
    (D A : V →ₗ[ℂ] E) (b : ℝ) {ψ : V} (hD : D ψ ∈ W) (hA : A ψ ∈ Wᗮ) :
    exactEnergy (fieldMomentum D A b) ψ - representedEnergy W (fieldMomentum D A b) ψ
      = b ^ 2 * ‖A ψ‖ ^ 2 := by
  have hmem := W.starProjection_apply_mem (A ψ)
  -- the projection of `A ψ` is orthogonal to itself
  have h := Submodule.inner_right_of_mem_orthogonal hmem
    (W.sub_starProjection_mem_orthogonal (A ψ))
  rw [inner_sub_right, Submodule.inner_right_of_mem_orthogonal hmem hA, zero_sub,
    neg_eq_zero] at h
  rw [diamagnetic_loss W D A b hD, inner_self_eq_zero.1 h, sub_zero]

/-- A complex 2 × 2 matrix acting on two-component spinors. -/
def spinOp (M : Matrix (Fin 2) (Fin 2) ℂ) :
    EuclideanSpace ℂ (Fin 2) →ₗ[ℂ] EuclideanSpace ℂ (Fin 2) where
  toFun x := WithLp.toLp 2 (M *ᵥ x.ofLp)
  map_add' x y := by
    ext i
    fin_cases i <;> simp [Matrix.mulVec, dotProduct, Fin.sum_univ_two] <;> ring
  map_smul' c x := by
    ext i
    fin_cases i <;> simp [Matrix.mulVec, dotProduct, Fin.sum_univ_two] <;> ring

/-- The spin-up spinor. -/
def up : EuclideanSpace ℂ (Fin 2) := !₂[1, 0]

/-- For the spin-up spinor with `D = k σ_z` and `A = σ_x`, as for a plane wave along `z` in a
constant vector potential along `x`, field-free kinetic balance loses the energy `b²` if the
large-component space is spanned by that spinor. -/
theorem diamagnetic_loss_witness (k b : ℝ) :
    exactEnergy (fieldMomentum (spinOp !![(k : ℂ), 0; 0, -k]) (spinOp !![0, 1; 1, 0]) b) up
      - representedEnergy ((Submodule.span ℂ {up}).map (spinOp !![(k : ℂ), 0; 0, -k]))
        (fieldMomentum (spinOp !![(k : ℂ), 0; 0, -k]) (spinOp !![0, 1; 1, 0]) b) up
      = b ^ 2 := by
  have hup : up ∈ Submodule.span ℂ {up} := Submodule.mem_span_singleton_self up
  -- `σ_x` flips the spin, so its image is orthogonal to the balanced space
  have hA : spinOp !![0, 1; 1, 0] up ∈
      ((Submodule.span ℂ {up}).map (spinOp !![(k : ℂ), 0; 0, -k]))ᗮ := by
    rw [Submodule.mem_orthogonal]
    rintro _ ⟨x, hx, rfl⟩
    obtain ⟨c, rfl⟩ := Submodule.mem_span_singleton.1 hx
    simp [spinOp, up, PiLp.inner_apply, Fin.sum_univ_two, dotProduct]
  have hnorm : ‖spinOp !![0, 1; 1, 0] up‖ ^ 2 = 1 := by
    rw [EuclideanSpace.norm_sq_eq]
    simp [spinOp, up, Fin.sum_univ_two, dotProduct]
  rw [total_diamagnetic_loss _ _ _ b (Submodule.mem_map_of_mem hup) hA, hnorm, mul_one]

end

end MagneticBalance
```

```lean
#print axioms MagneticBalance.kinetic_versus_magnetic_balance
-- 'MagneticBalance.kinetic_versus_magnetic_balance' depends on axioms: [propext, Classical.choice, Quot.sound]
#print axioms MagneticBalance.augmented_balance_exact
-- 'MagneticBalance.augmented_balance_exact' depends on axioms: [propext, Classical.choice, Quot.sound]
```

## From the orthogonal residual to the energy loss

`norm_sq_sub_projection` is the Pythagoras step. The fact `horth` states that \(Qv\) is orthogonal to \(v-Qv\). The expansion `norm_add_sq` of the norm of their sum then loses its cross term, and `linarith` rearranges what is left.

`diamagnetic_loss` follows the calculation of the residual. In `hres`, linearity splits the projection of \(P\psi\), and `Submodule.starProjection_eq_self_iff.2 hD` replaces \(QD\psi\) by \(D\psi\). The tactic `module` then cancels \(D\psi\) and collects the factor \(b\). After the Pythagoras lemma has been applied, `norm_smul` takes this factor out of the norm, where its square is \(b^2\) because \(b\) is real.

`kinetic_versus_magnetic_balance` proves its two halves separately. The first is `diamagnetic_loss` with `L.map D` as the small-component space, and membership of \(D\psi\) comes from `hψ`. In the second, the projection leaves \(P\psi\) unchanged, and the difference of two equal energies is zero.

`exactEnergy_expansion` is the expansion of the square. Mathlib's inner product is linear in its second argument, so `inner_smul_right` moves \(b\) out of \(\langle D\psi,bA\psi\rangle\). The auxiliary facts `hb` and `hr` turn the complex scalar back into the real \(b\), and `ring` puts the terms in order.

`representedEnergy_expansion` gets the second expansion by subtraction, as above. It starts from `diamagnetic_loss` and uses `norm_sq_sub_projection` from right to left to write the squared residual of \(A\psi\) as a difference of squared norms. It then inserts the exact expansion and solves for the represented energy with `linarith`.

`augmented_balance_exact` first shows that \(D\psi\) and \(A\psi\) both lie in the sum of subspaces, written `L.map D ⊔ L.map A`. The two expansions then agree term by term, since the projection leaves \(A\psi\) unchanged.

`total_diamagnetic_loss` has to show that \(QA\psi=0\). The vector \(QA\psi\) lies in \(W\), so it is orthogonal to \(A\psi-QA\psi\) and, by `hA`, to \(A\psi\). It is therefore orthogonal to itself, and `inner_self_eq_zero` makes it zero. The general loss formula then contains the full norm of \(A\psi\).

For the plane wave, `spinOp` turns a 2 × 2 matrix into a linear map on spinors, and `up` is the spinor \((1,0)\). In `diamagnetic_loss_witness`, an arbitrary element of the balanced space is written as the image of a multiple \(c\) of `up`, which is \((ck,0)\). Its inner product with \((0,1)\) vanishes, which gives `hA`. The norm of \((0,1)\) is one, by `hnorm`, and `total_diamagnetic_loss` yields \(b^2\).
